# The matrix reduced exponent A(A+B)⁻¹B is superadditive on real positive definite matrices

A Gaussian is represented here by a real exponent matrix A and a centre P, as the unnormalised function exp(−(r−P)ᵀA(r−P)), and merging two Gaussians on one centre means multiplying them, not adding them as in a contraction. Vectors have finitely many components, labelled by `n`. The hypothesis `PosDef` says that an exponent matrix is symmetric with a positive quadratic form away from zero, so the Gaussian decays in every direction. It is assumed for all exponent matrices below, except in (a) and (g). Superadditivity is meant jointly in both arguments and in the positive semidefinite order: the reduced exponent of (A+C, B+D), minus those of (A, B) and (C, D), is a positive semidefinite matrix.

In Lean 4 with Mathlib:

```lean
import Mathlib

open Matrix

namespace GaussianPairSuperadditivity

noncomputable section

variable {n : Type*} [Fintype n] [DecidableEq n]
```

The quadratic form vᵀAv is `quad A v`.

```lean
/-- The quadratic form `vᵀ A v` of an exponent matrix. -/
def quad (A : Matrix n n ℝ) (v : n → ℝ) : ℝ := v ⬝ᵥ A *ᵥ v
```

For a pair with exponents A and B, the reduced exponent is M(A,B) = A(A+B)⁻¹B. For 1×1 matrices it is the familiar ab/(a+b).

```lean
/-- The matrix reduced exponent `A (A + B)⁻¹ B` of a pair of Gaussians. -/
def reducedExponent (A B : Matrix n n ℝ) : Matrix n n ℝ := A * (A + B)⁻¹ * B
```

Let R be the vector from the first centre to the second. The product centre is displaced from the first centre by s(A,B) = (A+B)⁻¹BR.

```lean
/-- The displacement `(A + B)⁻¹ B R` of the product centre from the first centre,
for two Gaussians separated by `R`. -/
def productShift (A B : Matrix n n ℝ) (R : n → ℝ) : n → ℝ := (A + B)⁻¹ *ᵥ (B *ᵥ R)
```

The Gaussian itself carries no normalisation constant and no polynomial factor.

```lean
/-- The anisotropic Gaussian with exponent matrix `A` and centre `P`, at the point `r`. -/
def gaussian (A : Matrix n n ℝ) (P r : n → ℝ) : ℝ := Real.exp (-quad A (r - P))
```

The pair damping is exp(−RᵀM(A,B)R). This exponential factor appears in overlap integrals of Gaussian basis functions; the inequality in (m) compares such factors only, not whole overlap integrals.

```lean
/-- The damping prefactor of a pair of Gaussians separated by `R`. -/
def pairDamping (A B : Matrix n n ℝ) (R : n → ℝ) : ℝ :=
  Real.exp (-quad (reducedExponent A B) R)
```

## (a) Adding exponent matrices

Show that the quadratic form is additive in its matrix.

Distribute the product:

vᵀ(A+B)v = vᵀAv + vᵀBv.

```lean
omit [DecidableEq n] in
/-- The quadratic form is additive in the exponent matrix. -/
lemma quad_add (A B : Matrix n n ℝ) (v : n → ℝ) : quad (A + B) v = quad A v + quad B v := by
  simp only [quad, Matrix.add_mulVec, dotProduct_add]
```

## (b) When the quadratic form vanishes

For positive definite S, show that vᵀSv ≥ 0, and that vᵀSv = 0 forces v = 0.

If v ≠ 0, definiteness gives vᵀSv > 0; if v = 0, the form is zero. Both claims follow.

```lean
omit [DecidableEq n] in
/-- A positive definite exponent matrix has a non-negative quadratic form, which vanishes
only at the origin. -/
lemma quad_definite {S : Matrix n n ℝ} (hS : S.PosDef) (v : n → ℝ) :
    0 ≤ quad S v ∧ (quad S v = 0 → v = 0) := by
  constructor
  · have h := hS.posSemidef.dotProduct_mulVec_nonneg v
    rwa [star_trivial] at h
  · intro h0
    by_contra hv
    have h := hS.dotProduct_mulVec_pos hv
    rw [star_trivial] at h
    exact absurd h0 (ne_of_gt h)
```

## (c) The balance condition

Show that s = s(A,B) satisfies (A+B)s = BR.

A+B is positive definite, so its determinant is positive and it is invertible. Hence

(A+B)(A+B)⁻¹BR = BR.

```lean
/-- The product centre balances the two Gaussians: `(A + B) s = B R`. -/
lemma productShift_spec {A B : Matrix n n ℝ} (hA : A.PosDef) (hB : B.PosDef) (R : n → ℝ) :
    (A + B) *ᵥ productShift A B R = B *ᵥ R := by
  have hdet : IsUnit (A + B).det := (hA.add hB).det_pos.ne'.isUnit
  rw [productShift, Matrix.mulVec_mulVec, Matrix.mul_nonsing_inv _ hdet, Matrix.one_mulVec]
```

## (d) Symmetry of the bilinear form

Show that xᵀBy = yᵀBx for positive definite B.

A number equals its own transpose, and Bᵀ = B, so xᵀBy = yᵀBᵀx = yᵀBx.

```lean
omit [DecidableEq n] in
/-- A positive definite matrix may be moved across the dot product. -/
lemma dot_symm {B : Matrix n n ℝ} (hB : B.PosDef) (x y : n → ℝ) :
    x ⬝ᵥ B *ᵥ y = y ⬝ᵥ B *ᵥ x := by
  have h : Bᵀ = B := by
    have h' := hB.isHermitian.eq
    rwa [Matrix.conjTranspose_eq_transpose_of_trivial] at h'
  rw [Matrix.dotProduct_mulVec x B y, ← Matrix.mulVec_transpose, h, dotProduct_comm]
```

## (e) Completing the square

Show that, for every y,

yᵀAy + (y−R)ᵀB(y−R) = RᵀM(A,B)R + (y−s)ᵀ(A+B)(y−s).

Expand the left side and replace BR by (A+B)s in the cross term:

yᵀ(A+B)y − 2yᵀ(A+B)s + RᵀBR

= (y−s)ᵀ(A+B)(y−s) − sᵀ(A+B)s + RᵀBR.

By (c) and (d), sᵀ(A+B)s = sᵀBR = RᵀBs, so the last two terms are Rᵀ(BR − Bs). The balance condition also gives

BR − Bs = As = A(A+B)⁻¹BR = M(A,B)R.

In the code, `hM` is this last line, `e1` and `e2` are the balance condition multiplied by yᵀ and sᵀ, and `s1` to `s4` are the symmetries. `linarith` combines them.

```lean
/-- Completing the square: the summed exponents of two Gaussians separated by `R` equal the
reduced-exponent form of `R` plus a form in `A + B` about the product centre. -/
theorem complete_square {A B : Matrix n n ℝ} (hA : A.PosDef) (hB : B.PosDef) (R y : n → ℝ) :
    quad A y + quad B (y - R) =
      quad (reducedExponent A B) R + quad (A + B) (y - productShift A B R) := by
  have hs := productShift_spec hA hB R
  rw [Matrix.add_mulVec] at hs
  have hM : reducedExponent A B *ᵥ R = B *ᵥ R - B *ᵥ productShift A B R := by
    rw [← eq_sub_of_add_eq hs]
    simp only [reducedExponent, productShift, Matrix.mulVec_mulVec, Matrix.mul_assoc]
  -- the balance condition, tested against `y` and against the shift itself
  have e1 := congrArg (fun v => y ⬝ᵥ v) hs
  have e2 := congrArg (fun v => productShift A B R ⬝ᵥ v) hs
  simp only [dotProduct_add] at e1 e2
  have s1 := dot_symm hA (productShift A B R) y
  have s2 := dot_symm hB (productShift A B R) y
  have s3 := dot_symm hB R y
  have s4 := dot_symm hB R (productShift A B R)
  simp only [quad, hM, Matrix.mulVec_sub, Matrix.add_mulVec, dotProduct_sub, sub_dotProduct,
    dotProduct_add]
  linarith
```

## (f) The Gaussian product theorem

Show that the product of Gaussians centred at P and Q is the pair damping times one Gaussian with exponent A+B, centred at P + s.

Set R = Q−P and y = r−P in (e). Then y−R = r−Q and y−s = r−(P+s). Negating and exponentiating turns the sums into products.

```lean
/-- Gaussian product theorem: a product of two anisotropic Gaussians is the pair damping times
one Gaussian with exponent matrix `A + B` at the product centre. -/
theorem gaussian_product {A B : Matrix n n ℝ} (hA : A.PosDef) (hB : B.PosDef)
    (P Q r : n → ℝ) :
    gaussian A P r * gaussian B Q r =
      pairDamping A B (Q - P) * gaussian (A + B) (P + productShift A B (Q - P)) r := by
  have h := complete_square hA hB (Q - P) (r - P)
  rw [show r - P - (Q - P) = r - Q by abel,
    show r - P - productShift A B (Q - P) = r - (P + productShift A B (Q - P)) by abel] at h
  simp only [gaussian, pairDamping, ← Real.exp_add]
  congr 1
  linarith
```

## (g) Merging on a common centre

Show that multiplying Gaussians with exponents A and C on the same centre gives exponent A+C.

The exponents add, and (a) with v = r−P combines them. This holds for arbitrary real A and C.

```lean
omit [DecidableEq n] in
/-- Merging two Gaussians that share a centre adds their exponent matrices. -/
theorem gaussian_merge (A C : Matrix n n ℝ) (P r : n → ℝ) :
    gaussian A P r * gaussian C P r = gaussian (A + C) P r := by
  simp only [gaussian, ← Real.exp_add, quad_add]
  congr 1
  ring
```

## (h) The excess as two quadratic forms

Merge A with C on the first centre and B with D on the second. Write s₁ = s(A,B), s₂ = s(C,D) and t = s(A+C,B+D), all for the same R. Express the excess

E = M(A+C,B+D) − M(A,B) − M(C,D)

along R through the differences between product centres.

Apply (e) at y = t to all three pairs:

tᵀ(A+C)t + (t−R)ᵀ(B+D)(t−R) = RᵀM(A+C,B+D)R,

tᵀAt + (t−R)ᵀB(t−R) = RᵀM(A,B)R + (t−s₁)ᵀ(A+B)(t−s₁),

tᵀCt + (t−R)ᵀD(t−R) = RᵀM(C,D)R + (t−s₂)ᵀ(C+D)(t−s₂).

By (a), the first left side is the sum of the other two. Therefore

RᵀER = (t−s₁)ᵀ(A+B)(t−s₁) + (t−s₂)ᵀ(C+D)(t−s₂).

The three equations are `h`, `h1` and `h2`.

```lean
/-- The gain in reduced exponent on merging, along a separation `R`, is a sum of two quadratic
forms in the displacements between the merged and the original product centres. -/
theorem excess_identity {A B C D : Matrix n n ℝ} (hA : A.PosDef) (hB : B.PosDef)
    (hC : C.PosDef) (hD : D.PosDef) (R : n → ℝ) :
    quad (reducedExponent (A + C) (B + D) - reducedExponent A B - reducedExponent C D) R =
      quad (A + B) (productShift (A + C) (B + D) R - productShift A B R) +
      quad (C + D) (productShift (A + C) (B + D) R - productShift C D R) := by
  -- all three squares are evaluated at the product centre of the merged pair
  have h := complete_square (hA.add hC) (hB.add hD) R (productShift (A + C) (B + D) R)
  have h1 := complete_square hA hB R (productShift (A + C) (B + D) R)
  have h2 := complete_square hC hD R (productShift (A + C) (B + D) R)
  have h0 : quad (A + C + (B + D)) (0 : n → ℝ) = 0 := by simp [quad]
  rw [sub_self, h0, quad_add A C, quad_add B D] at h
  have hq : ∀ X Y Z : Matrix n n ℝ, quad (X - Y - Z) R = quad X R - quad Y R - quad Z R := by
    intro X Y Z
    simp only [quad, Matrix.sub_mulVec, dotProduct_sub]
  rw [hq]
  linarith
```

## (i) Symmetry of the reduced exponent

Show that M(A,B) is symmetric, although its formula does not look so.

Write A = (A+B) − B:

M(A,B) = (A+B)(A+B)⁻¹B − B(A+B)⁻¹B = B − B(A+B)⁻¹B.

Both terms are symmetric. For real matrices, `IsHermitian` means just this.

```lean
/-- The reduced exponent of two positive definite matrices is symmetric. -/
lemma reducedExponent_isHermitian {A B : Matrix n n ℝ} (hA : A.PosDef) (hB : B.PosDef) :
    (reducedExponent A B).IsHermitian := by
  have hdet : IsUnit (A + B).det := (hA.add hB).det_pos.ne'.isUnit
  have h : reducedExponent A B = B - B * (A + B)⁻¹ * B := by
    calc A * (A + B)⁻¹ * B = (A + B) * (A + B)⁻¹ * B - B * (A + B)⁻¹ * B := by
          rw [Matrix.add_mul, Matrix.add_mul, add_sub_cancel_right]
      _ = B - B * (A + B)⁻¹ * B := by rw [Matrix.mul_nonsing_inv _ hdet, Matrix.one_mul]
  rw [Matrix.IsHermitian, h, Matrix.conjTranspose_sub, Matrix.conjTranspose_mul,
    Matrix.conjTranspose_mul, Matrix.conjTranspose_nonsing_inv, (hA.add hB).isHermitian.eq,
    hB.isHermitian.eq, Matrix.mul_assoc]
```

## (j) Superadditivity

Show that E is positive semidefinite.

E is symmetric by (i). By (h), RᵀER is a sum of two forms with positive definite matrices, hence non-negative by (b), for every R.

```lean
/-- Superadditivity: the reduced exponent of the merged pair exceeds the sum of the separate
reduced exponents by a positive semidefinite matrix. -/
theorem reducedExponent_superadditive {A B C D : Matrix n n ℝ} (hA : A.PosDef) (hB : B.PosDef)
    (hC : C.PosDef) (hD : D.PosDef) :
    (reducedExponent (A + C) (B + D) - reducedExponent A B - reducedExponent C D).PosSemidef := by
  refine Matrix.PosSemidef.of_dotProduct_mulVec_nonneg
    (((reducedExponent_isHermitian (hA.add hC) (hB.add hD)).sub
      (reducedExponent_isHermitian hA hB)).sub (reducedExponent_isHermitian hC hD)) ?_
  intro R
  rw [star_trivial]
  change 0 ≤ quad _ R
  rw [excess_identity hA hB hC hD]
  exact add_nonneg (quad_definite (hA.add hB) _).1 (quad_definite (hC.add hD) _).1
```

## (k) Separations with no excess

Show that RᵀER = 0 exactly when s₁ = s₂.

If the sum in (h) is zero, both non-negative terms are zero, so t = s₁ and t = s₂ by (b). Conversely, let s₁ = s₂ = s. Adding the two balance conditions gives

(A+B+C+D)s = (B+D)R,

which t also satisfies. The quadratic form of A+B+C+D at t−s is then zero, so t = s and both terms in (h) vanish.

```lean
/-- Merging leaves the total reduced exponent along `R` unchanged exactly when the two original
pairs have the same product centre. -/
theorem excess_eq_zero_iff {A B C D : Matrix n n ℝ} (hA : A.PosDef) (hB : B.PosDef)
    (hC : C.PosDef) (hD : D.PosDef) (R : n → ℝ) :
    quad (reducedExponent (A + C) (B + D) - reducedExponent A B - reducedExponent C D) R = 0 ↔
      productShift A B R = productShift C D R := by
  rw [excess_identity hA hB hC hD]
  constructor
  · intro h
    have p1 := quad_definite (hA.add hB) (productShift (A + C) (B + D) R - productShift A B R)
    have p2 := quad_definite (hC.add hD) (productShift (A + C) (B + D) R - productShift C D R)
    have z1 := p1.2 (by linarith [p1.1, p2.1])
    have z2 := p2.2 (by linarith [p1.1, p2.1])
    exact (sub_eq_zero.mp z1).symm.trans (sub_eq_zero.mp z2)
  · intro h
    -- a common product centre also balances the merged pair
    have e : (A + C + (B + D)) *ᵥ productShift A B R = (B + D) *ᵥ R := by
      rw [show A + C + (B + D) = (A + B) + (C + D) by abel, Matrix.add_mulVec (A + B) (C + D),
        productShift_spec hA hB, h, productShift_spec hC hD, ← Matrix.add_mulVec]
    have z : productShift (A + C) (B + D) R - productShift A B R = 0 := by
      apply (quad_definite ((hA.add hC).add (hB.add hD)) _).2
      rw [quad, Matrix.mulVec_sub, productShift_spec (hA.add hC) (hB.add hD), e, sub_self,
        dotProduct_zero]
    rw [← h, z]
    simp [quad]
```

## (l) Any non-empty finite family

Extend (j) to pairs (Aᵢ,Bᵢ) with i in a non-empty finite set.

For one pair the difference is zero. To add a pair (Aₐ,Bₐ) to a family with sums A′ and B′, split the new difference as

[M(Aₐ+A′,Bₐ+B′) − M(Aₐ,Bₐ) − M(A′,B′)] + [M(A′,B′) − Σᵢ M(Aᵢ,Bᵢ)].

The first bracket is positive semidefinite by (j), the second by induction. Since (j) needs A′ and B′ positive definite, the induction carries that along too.

```lean
/-- Superadditivity for any non-empty finite family of Gaussian pairs. -/
theorem reducedExponent_sum_superadditive {ι : Type*} {s : Finset ι} (hs : s.Nonempty)
    {A B : ι → Matrix n n ℝ} (hA : ∀ i, (A i).PosDef) (hB : ∀ i, (B i).PosDef) :
    (reducedExponent (∑ i ∈ s, A i) (∑ i ∈ s, B i) -
      ∑ i ∈ s, reducedExponent (A i) (B i)).PosSemidef := by
  -- positive definiteness of the partial sums is carried along the induction
  suffices h : (∑ i ∈ s, A i).PosDef ∧ (∑ i ∈ s, B i).PosDef ∧
      (reducedExponent (∑ i ∈ s, A i) (∑ i ∈ s, B i) -
        ∑ i ∈ s, reducedExponent (A i) (B i)).PosSemidef from h.2.2
  induction hs using Finset.Nonempty.cons_induction with
  | singleton a =>
    simp only [Finset.sum_singleton, sub_self]
    exact ⟨hA a, hB a, Matrix.PosSemidef.zero⟩
  | cons a s ha hs ih =>
    obtain ⟨h1, h2, h3⟩ := ih
    simp only [Finset.sum_cons]
    refine ⟨(hA a).add h1, (hB a).add h2, ?_⟩
    have h := (reducedExponent_superadditive (hA a) (hB a) h1 h2).add h3
    convert h using 1
    abel
```

## (m) The damping inequality

Show that the merged pair's damping factor is at most the product of the two separate factors.

By (j),

RᵀM(A+C,B+D)R ≥ RᵀM(A,B)R + RᵀM(C,D)R.

Negation reverses the inequality and the exponential preserves it. In this sense merging can only strengthen the damping, and by (k) it leaves it unchanged exactly when the two original product centres coincide.

```lean
/-- The damping factor of the merged pair is at most the product of the separate damping
factors, at every separation. -/
theorem pairDamping_merge_le {A B C D : Matrix n n ℝ} (hA : A.PosDef) (hB : B.PosDef)
    (hC : C.PosDef) (hD : D.PosDef) (R : n → ℝ) :
    pairDamping (A + C) (B + D) R ≤ pairDamping A B R * pairDamping C D R := by
  have h := (reducedExponent_superadditive hA hB hC hD).dotProduct_mulVec_nonneg R
  simp only [star_trivial, Matrix.sub_mulVec, dotProduct_sub] at h
  simp only [pairDamping, ← Real.exp_add]
  apply Real.exp_le_exp.mpr
  simp only [quad]
  linarith

end

end GaussianPairSuperadditivity
```

```lean
#print axioms GaussianPairSuperadditivity.reducedExponent_superadditive
-- 'GaussianPairSuperadditivity.reducedExponent_superadditive' depends on axioms: [propext, Classical.choice, Quot.sound]
#print axioms GaussianPairSuperadditivity.excess_eq_zero_iff
-- 'GaussianPairSuperadditivity.excess_eq_zero_iff' depends on axioms: [propext, Classical.choice, Quot.sound]
#print axioms GaussianPairSuperadditivity.reducedExponent_sum_superadditive
-- 'GaussianPairSuperadditivity.reducedExponent_sum_superadditive' depends on axioms: [propext, Classical.choice, Quot.sound]
#print axioms GaussianPairSuperadditivity.pairDamping_merge_le
-- 'GaussianPairSuperadditivity.pairDamping_merge_le' depends on axioms: [propext, Classical.choice, Quot.sound]
```
